# For n ≥ 2 sites and hopping −t with t > 0, the first two standing-wave levels of a uniform open chain differ by at most 3π²t/(n+1)²

A single particle hops along an open row of $n$ equal sites, and we ask how far apart its first two levels lie. The modelling choice is to keep one real amplitude per site, so that the Hamiltonian is an $n\times n$ matrix with $-t$ between neighbouring sites and zero elsewhere. Here $t$ is the hopping strength, not time: it is the energy scale for moving between adjacent sites. That one orbital per site and equal nearest-neighbour hopping describe a given molecule or wire is assumed.

## The chain and its standing waves

```lean
import Mathlib

open Real Matrix Filter Topology

namespace OpenChainGap

noncomputable section
```

In what follows, `ℕ` and `ℝ` are the natural and the real numbers, and `Fin n` is the set of indices $0,\dots,n-1$. A `theorem` or `lemma` states its claim before the sign `:=` and gives the proof after it.

```lean
/-- The Hamiltonian of the open chain of `n` sites: hopping `-t` between neighbouring sites
and zero on-site energy. -/
def openChain (n : ℕ) (t : ℝ) : Matrix (Fin n) (Fin n) ℝ :=
  Matrix.of fun i j => if (i : ℕ) + 1 = (j : ℕ) ∨ (j : ℕ) + 1 = (i : ℕ) then -t else 0
```

The entry in row $i$ and column $j$ is $-t$ if $i+1=j$ or $j+1=i$, and $0$ otherwise. No additional hopping closes the row into a ring, so the chain is open. The notation `(i : ℕ)` reads an index as an ordinary natural number.

```lean
/-- The standing wave with amplitude `sin (j k π / (n + 1))` on site `j = 1, ..., n`;
the index of `Fin n` starts at zero and is shifted by one. -/
def standingWave (n k : ℕ) : Fin n → ℝ :=
  fun j => Real.sin ((((j : ℕ) + 1 : ℕ) : ℝ) * ((k : ℝ) * π / ((n : ℝ) + 1)))
```

Lean's index $j$ stands for the physical site $j+1$. The wave labelled $k$ therefore has the component
$$\sin\frac{(j+1)k\pi}{n+1},\qquad j=0,\dots,n-1 .$$
These vectors are not normalised. For $k=1,\dots,n$, the factor $\sqrt{2/(n+1)}$ gives them unit length and leaves the energies unchanged.

```lean
/-- The energy `-2 t cos (k π / (n + 1))`. -/
def energy (n : ℕ) (t : ℝ) (k : ℕ) : ℝ :=
  -2 * t * Real.cos ((k : ℝ) * π / ((n : ℝ) + 1))
```

We write $E_k=-2t\cos\frac{k\pi}{n+1}$ for `energy n t k`. At this point it is only a formula; the eigenvalue equation is proved below.

```lean
/-- Half the spacing of the allowed wave numbers, `π / (2 (n + 1))`. -/
def halfStep (n : ℕ) : ℝ := π / (2 * ((n : ℝ) + 1))
```

We write $q=\frac{\pi}{2(n+1)}$ for `halfStep n`. Neighbouring wave numbers differ by $2q$.

```lean
lemma halfStep_pos (n : ℕ) : 0 < halfStep n := by
  unfold halfStep
  positivity
```

This says that $q>0$.

```lean
lemma mul_halfStep (n : ℕ) : ((n : ℝ) + 1) * halfStep n = π / 2 := by
  have hne : (n : ℝ) + 1 ≠ 0 := by positivity
  unfold halfStep
  field_simp
```

This says that $(n+1)q=\pi/2$. The later proofs use the value of $q$ in this form, except for the limit $q\to0$ in the last theorem, which unfolds the definition.

## From hopping to the eigenvalue equation

```lean
/-- On an amplitude `f` that vanishes at the fictitious sites `0` and `n + 1`, the Hamiltonian
gives `-t` times the sum of the amplitudes on the two neighbouring sites. -/
theorem openChain_mulVec (n : ℕ) (t : ℝ) (f : ℕ → ℝ) (h0 : f 0 = 0) (hn : f (n + 1) = 0)
    (i : Fin n) :
    (openChain n t *ᵥ fun j : Fin n => f ((j : ℕ) + 1)) i
      = -t * (f (i : ℕ) + f ((i : ℕ) + 2)) := by
  obtain ⟨i, hi⟩ := i
  change _ = -t * (f i + f (i + 2))
  have e : (openChain n t *ᵥ fun j : Fin n => f ((j : ℕ) + 1)) ⟨i, hi⟩
      = ∑ j ∈ Finset.range n, (if i + 1 = j ∨ j + 1 = i then -t else 0) * f (j + 1) :=
    Fin.sum_univ_eq_sum_range
      (fun j : ℕ => (if i + 1 = j ∨ j + 1 = i then -t else 0) * f (j + 1)) n
  -- separate the right and the left neighbour
  have hsplit : ∀ j ∈ Finset.range n,
      (if i + 1 = j ∨ j + 1 = i then -t else 0) * f (j + 1)
        = (if j = i + 1 then -t * f (i + 2) else 0) + (if j + 1 = i then -t * f i else 0) := by
    intro j _
    by_cases h1 : j = i + 1
    · have h2 : ¬ (j + 1 = i) := by omega
      subst h1
      simp [h2]
    · have h3 : ¬ (i + 1 = j) := by omega
      by_cases h2 : j + 1 = i
      · simp [h1, h2]
      · simp [h1, h2, h3]
  have hright : ∑ j ∈ Finset.range n, (if j = i + 1 then -t * f (i + 2) else 0)
      = -t * f (i + 2) := by
    rw [Finset.sum_ite_eq']
    split_ifs with h
    · rfl
    · have h' : i + 2 = n + 1 := by
        rw [Finset.mem_range] at h
        omega
      rw [h', hn, mul_zero]
  have hleft : ∑ j ∈ Finset.range n, (if j + 1 = i then -t * f i else 0) = -t * f i := by
    cases i with
    | zero => simp [h0]
    | succ m =>
      rw [Finset.sum_eq_single m]
      · simp
      · intro b _ hb
        exact if_neg (by omega)
      · intro h
        exact absurd (Finset.mem_range.2 (by omega)) h
  rw [e, Finset.sum_congr rfl hsplit, Finset.sum_add_distrib, hright, hleft]
  ring
```

Let $f$ be a function on the sites $0,1,2,\dots$ with $f(0)=f(n+1)=0$. The symbol `*ᵥ` multiplies a matrix by a vector. If the vector has the component $f(j+1)$ at index $j$, the theorem says that the result at index $i$ is
$$-t\,[f(i)+f(i+2)] .$$

By hand, row $i$ belongs to site $i+1$, whose neighbours are the sites $i$ and $i+2$. At an end of the chain a neighbour is missing, but the formula still holds because $f$ vanishes on the fictitious site there.

The proof does the same bookkeeping. The step `hsplit` separates each term of the matrix product into a right-neighbour and a left-neighbour part. Then `hright` and `hleft` evaluate the two sums, using `hn` and `h0` at the ends.

```lean
/-- The standing wave `k` solves the eigenvalue equation of the open chain with energy
`-2 t cos (k π / (n + 1))`. -/
theorem openChain_standingWave (n : ℕ) (t : ℝ) (k : ℕ) :
    openChain n t *ᵥ standingWave n k = energy n t k • standingWave n k := by
  have hne : (n : ℝ) + 1 ≠ 0 := by positivity
  have hend : Real.sin (((n + 1 : ℕ) : ℝ) * ((k : ℝ) * π / ((n : ℝ) + 1))) = 0 := by
    have h : ((n + 1 : ℕ) : ℝ) * ((k : ℝ) * π / ((n : ℝ) + 1)) = k * π := by
      push_cast
      field_simp
    rw [h, Real.sin_nat_mul_pi]
  ext i
  refine (openChain_mulVec n t
    (fun m : ℕ => Real.sin ((m : ℝ) * ((k : ℝ) * π / ((n : ℝ) + 1)))) (by simp) hend i).trans ?_
  simp only [Pi.smul_apply, smul_eq_mul, standingWave, energy]
  push_cast
  generalize (k : ℝ) * π / ((n : ℝ) + 1) = θ
  -- the two neighbours carry the phases of the site minus and plus θ
  rw [show ((i : ℕ) : ℝ) * θ = (((i : ℕ) : ℝ) + 1) * θ - θ by ring,
    show (((i : ℕ) : ℝ) + 2) * θ = (((i : ℕ) : ℝ) + 1) * θ + θ by ring,
    Real.sin_sub, Real.sin_add]
  ring
```

This is the eigenvalue equation $H\psi_k=E_k\psi_k$, where $H$ is the matrix, $\psi_k$ is the standing wave and `•` multiplies a vector by a number. Put $\theta=k\pi/(n+1)$ and $f(m)=\sin m\theta$. Then $f(0)=0$ and $f(n+1)=\sin k\pi=0$, so the previous result applies. With $m=i+1$, the addition formulas give
$$-t\,[\sin(m\theta-\theta)+\sin(m\theta+\theta)]=-2t\cos\theta\,\sin m\theta .$$

In Lean, `hend` proves the condition at site $n+1$, `generalize` introduces the name $\theta$, and `Real.sin_sub` and `Real.sin_add` expand the two sines. The equation holds for every natural $k$, including $k=0$, where the vector is zero. An eigenvector must be nonzero, which needs a separate argument.

```lean
/-- The standing waves `k = 1, ..., n` do not vanish identically. -/
theorem standingWave_ne_zero (n k : ℕ) (h1 : 1 ≤ k) (hk : k ≤ n) : standingWave n k ≠ 0 := by
  intro h
  have h0 := congrFun h ⟨0, by omega⟩
  have hk0 : (0 : ℝ) < k := by exact_mod_cast h1
  have hkn : (k : ℝ) ≤ n := by exact_mod_cast hk
  have hpos : 0 < Real.sin ((k : ℝ) * π / ((n : ℝ) + 1)) := by
    apply Real.sin_pos_of_pos_of_lt_pi
    · positivity
    · rw [div_lt_iff₀ (by positivity)]
      nlinarith [Real.pi_pos, mul_nonneg Real.pi_pos.le (sub_nonneg.2 hkn)]
  simp [standingWave] at h0
  linarith
```

For $1\le k\le n$ the angle $k\pi/(n+1)$ lies strictly between $0$ and $\pi$, so its sine is positive. That sine is the amplitude on the first site, and hence the wave is not the zero vector. The proof assumes that the vector vanishes, reads off the component at index $0$ with `congrFun`, and reaches a contradiction.

## The spacing of successive levels

```lean
/-- With `q = π / (2 (n + 1))`, the energies `k + 1` and `k` differ by
`4 t sin ((2 k + 1) q) sin q`. -/
theorem level_spacing (n : ℕ) (t : ℝ) (k : ℕ) :
    energy n t (k + 1) - energy n t k
      = 4 * t * Real.sin ((2 * (k : ℝ) + 1) * halfStep n) * Real.sin (halfStep n) := by
  have hne : (n : ℝ) + 1 ≠ 0 := by positivity
  have hq := mul_halfStep n
  have e1 : (k : ℝ) * π / ((n : ℝ) + 1) = (2 * (k : ℝ) + 1) * halfStep n - halfStep n := by
    rw [div_eq_iff hne]
    linear_combination (-2 * (k : ℝ)) * hq
  have e2 : ((k + 1 : ℕ) : ℝ) * π / ((n : ℝ) + 1)
      = (2 * (k : ℝ) + 1) * halfStep n + halfStep n := by
    rw [div_eq_iff hne]
    push_cast
    linear_combination (-2 * ((k : ℝ) + 1)) * hq
  unfold energy
  rw [e1, e2, Real.cos_sub, Real.cos_add]
  ring
```

Put $a=(2k+1)q$. The angles in $E_k$ and $E_{k+1}$ are $2kq=a-q$ and $2(k+1)q=a+q$, so
$$E_{k+1}-E_k=2t[\cos(a-q)-\cos(a+q)]=4t\sin a\,\sin q .$$
The steps `e1` and `e2` rewrite the two angles, and the addition formulas for the cosine followed by `ring` finish the calculation.

```lean
/-- For `t > 0` and `k + 1 ≤ n`, the energy `k + 1` lies above the energy `k` by at most
`(2 k + 1) π² t / (n + 1)²`. -/
theorem level_spacing_bounds (n : ℕ) (t : ℝ) (ht : 0 < t) (k : ℕ) (hk : k + 1 ≤ n) :
    0 < energy n t (k + 1) - energy n t k ∧
      energy n t (k + 1) - energy n t k
        ≤ (2 * (k : ℝ) + 1) * π ^ 2 * t / ((n : ℝ) + 1) ^ 2 := by
  have hq := mul_halfStep n
  have hq0 := halfStep_pos n
  have hkn : (k : ℝ) + 1 ≤ n := by exact_mod_cast hk
  have hk0 : (0 : ℝ) ≤ k := Nat.cast_nonneg k
  have ha0 : 0 < (2 * (k : ℝ) + 1) * halfStep n := by positivity
  have ha : (2 * (k : ℝ) + 1) * halfStep n < π := by
    have h := mul_lt_mul_of_pos_right
      (show 2 * (k : ℝ) + 1 < 2 * ((n : ℝ) + 1) by linarith) hq0
    linarith
  have hb : halfStep n < π := by nlinarith
  have hsa := Real.sin_pos_of_pos_of_lt_pi ha0 ha
  have hsb := Real.sin_pos_of_pos_of_lt_pi hq0 hb
  rw [level_spacing]
  refine ⟨by positivity, ?_⟩
  -- replace each sine by its argument
  have hprod := mul_le_mul (Real.sin_le ha0.le) (Real.sin_le hq0.le) hsb.le ha0.le
  have h4 := mul_le_mul_of_nonneg_left hprod (show 0 ≤ 4 * t by positivity)
  have e : 4 * t * ((2 * (k : ℝ) + 1) * halfStep n * halfStep n)
      = (2 * (k : ℝ) + 1) * π ^ 2 * t / ((n : ℝ) + 1) ^ 2 := by
    rw [eq_div_iff (by positivity)]
    linear_combination
      (4 * t * (2 * (k : ℝ) + 1) * (((n : ℝ) + 1) * halfStep n + π / 2)) * hq
  linarith
```

Suppose $t>0$ and $k+1\le n$. Then $2k+1<2(n+1)$, which gives $0<a<2(n+1)q=\pi$. Also $0<q<\pi$. Both sines are positive, and so is the spacing. Since $\sin x\le x$ for $x\ge0$,
$$E_{k+1}-E_k\le 4t\,a\,q=4t(2k+1)q^2=\frac{(2k+1)\pi^2t}{(n+1)^2} .$$

The facts `hsa` and `hsb` record the positive sines, `hprod` multiplies the two estimates, and `e` inserts the value of $q$.

The energies therefore increase strictly from $k=1$ to $k=n$. Ordinary linear algebra, which enters none of the proofs here, adds that an $n\times n$ matrix has at most $n$ distinct eigenvalues, so $k=1$ and $k=2$ are the two lowest levels.

## The gap between the first two levels

```lean
/-- For `n ≥ 2` sites and `t > 0`, the standing waves `k = 1, ..., n` are eigenvectors of the open
chain with energies `-2 t cos (k π / (n + 1))`, and the level `k = 2` lies above the level `k = 1`
by at most `3 π² t / (n + 1)²`. -/
theorem open_chain_gap (n : ℕ) (t : ℝ) (hn : 2 ≤ n) (ht : 0 < t) :
    (∀ k : ℕ, 1 ≤ k → k ≤ n → standingWave n k ≠ 0 ∧
      openChain n t *ᵥ standingWave n k = energy n t k • standingWave n k) ∧
    0 < energy n t 2 - energy n t 1 ∧
    energy n t 2 - energy n t 1 ≤ 3 * π ^ 2 * t / ((n : ℝ) + 1) ^ 2 := by
  have h := level_spacing_bounds n t ht 1 hn
  rw [show 2 * ((1 : ℕ) : ℝ) + 1 = 3 by norm_num] at h
  exact ⟨fun k h1 hk => ⟨standingWave_ne_zero n k h1 hk, openChain_standingWave n t k⟩, h⟩
```

The hypotheses are `hn`, at least two sites, and `ht`, positive hopping strength. The conclusion has three parts, joined by `∧`, which means "and":

- For every $k$ from $1$ to $n$, the standing wave is nonzero and satisfies the eigenvalue equation with energy $E_k$.
- The gap $E_2-E_1$ is positive.
- The gap is at most $3\pi^2t/(n+1)^2$.

The proof takes $k=1$ in the spacing bound, where $2k+1=3$, and combines it with the two results on the standing waves. Orthogonality of the waves is not part of the statement.

The smallest case is $n=2$, with energies $E_1=-t$ and $E_2=t$. The gap is $2t$, and the bound is $\pi^2t/3\approx3.29\,t$.

For one particle in a one-dimensional box with hard walls, the usual three-point grid Hamiltonian is this matrix plus a constant $2t$ on the diagonal, where $t=\hbar^2/(2ma^2)$ for mass $m$ and, in this formula, grid spacing $a$. With box length $L=(n+1)a$, the bound equals the continuum gap $3\pi^2\hbar^2/(2mL^2)$, so the grid does not overestimate it.

```lean
/-- For `n ≥ 2` and `t > 0`, the levels `k = 1, 2` are at least `12 t / (n + 1)²` apart. -/
theorem gap_lower_bound (n : ℕ) (t : ℝ) (hn : 2 ≤ n) (ht : 0 < t) :
    12 * t / ((n : ℝ) + 1) ^ 2 ≤ energy n t 2 - energy n t 1 := by
  have hq := mul_halfStep n
  have hq0 := halfStep_pos n
  have hN : (0 : ℝ) < (n : ℝ) + 1 := by positivity
  have hn' : (2 : ℝ) ≤ n := by exact_mod_cast hn
  -- Jordan's inequality: the sine lies above its chord on [0, π/2]
  have hJ : ∀ c : ℝ, 0 ≤ c → c ≤ (n : ℝ) + 1 →
      c ≤ Real.sin (c * halfStep n) * ((n : ℝ) + 1) := by
    intro c hc hcN
    have hle : c * halfStep n ≤ π / 2 := by
      rw [← hq]
      exact mul_le_mul_of_nonneg_right hcN hq0.le
    have hs := mul_le_mul_of_nonneg_right
      (Real.mul_le_sin (mul_nonneg hc hq0.le) hle) hN.le
    have e : 2 / π * (c * halfStep n) * ((n : ℝ) + 1) = c := by
      rw [show 2 / π * (c * halfStep n) * ((n : ℝ) + 1)
        = 2 / π * c * (((n : ℝ) + 1) * halfStep n) by ring, hq]
      field_simp
    linarith
  have h3 := hJ 3 (by norm_num) (by linarith)
  have h1 := hJ 1 (by norm_num) (by linarith)
  rw [one_mul] at h1
  have h := mul_le_mul_of_nonneg_left
    (mul_le_mul h3 h1 (by norm_num) (by linarith)) (show 0 ≤ 4 * t by positivity)
  have e := level_spacing n t 1
  rw [show 2 * ((1 : ℕ) : ℝ) + 1 = 3 by norm_num] at e
  rw [show energy n t 2 - energy n t 1 = _ from e, div_le_iff₀ (by positivity)]
  linarith
```

This is a bound from below, $E_2-E_1\ge12t/(n+1)^2$. By hand it follows from Jordan's inequality, $\sin x\ge 2x/\pi$ for $0\le x\le\pi/2$. Since $n\ge2$, the angle $3q$ is at most $(n+1)q=\pi/2$, and the inequality gives
$$\sin3q\ge\frac{3}{n+1},\qquad \sin q\ge\frac{1}{n+1} .$$
Inserting both into $E_2-E_1=4t\sin3q\,\sin q$ gives the claim.

In the proof, `hJ` states the inequality for a general multiple $cq$, with the denominator $n+1$ cleared. It is then used with $c=3$ and $c=1$. Together with the upper bound, this shows that for fixed $t>0$ the gap closes as the inverse square of $n+1$.

```lean
/-- As the chain grows, `(n + 1)²` times the difference of the levels `k = 2` and `k = 1` tends
to `3 π² t`. -/
theorem scaled_gap_tendsto (t : ℝ) :
    Tendsto (fun n : ℕ => ((n : ℝ) + 1) ^ 2 * (energy n t 2 - energy n t 1)) atTop
      (𝓝 (3 * π ^ 2 * t)) := by
  have hstep : Tendsto halfStep atTop (𝓝 0) := by
    have h := (tendsto_one_div_add_atTop_nhds_zero_nat (𝕜 := ℝ)).const_mul (π / 2)
    rw [mul_zero] at h
    refine h.congr fun n => ?_
    have hne : (n : ℝ) + 1 ≠ 0 := by positivity
    unfold halfStep
    field_simp
  have hs : ∀ c : ℝ, Tendsto (fun n : ℕ => Real.sinc (c * halfStep n)) atTop (𝓝 1) := by
    intro c
    have h := (Real.continuous_sinc.tendsto (c * 0)).comp (hstep.const_mul c)
    rw [mul_zero, Real.sinc_zero] at h
    exact h
  have hsin : ∀ x : ℝ, Real.sin x = x * Real.sinc x := by
    intro x
    rcases eq_or_ne x 0 with rfl | hx
    · simp
    · rw [Real.sinc_of_ne_zero hx]
      field_simp
  have h := ((hs 3).mul (hs 1)).const_mul (3 * π ^ 2 * t)
  simp only [mul_one, one_mul] at h
  refine h.congr fun n => ?_
  have e := level_spacing n t 1
  rw [show 2 * ((1 : ℕ) : ℝ) + 1 = 3 by norm_num] at e
  rw [show energy n t 2 - energy n t 1 = _ from e, hsin (3 * halfStep n), hsin (halfStep n)]
  linear_combination (-(12 * t * Real.sinc (3 * halfStep n) * Real.sinc (halfStep n))
    * (((n : ℝ) + 1) * halfStep n + π / 2)) * mul_halfStep n

end

end OpenChainGap
```

The expression `Tendsto ... atTop (𝓝 ...)` is a limit, here
$$\lim_{n\to\infty}(n+1)^2(E_2-E_1)=3\pi^2t .$$
It holds for every real $t$. For $t>0$ it means that no constant smaller than $3\pi^2$ would serve in the upper bound for all $n$.

By hand, write $\sin x=x\,\mathrm{sinc}\,x$, where $\mathrm{sinc}\,x=\sin x/x$ for $x\ne0$ and $\mathrm{sinc}\,0=1$. There is no factor $\pi$ in this convention. Then
$$(n+1)^2(E_2-E_1)=12t\,[(n+1)q]^2\,\mathrm{sinc}(3q)\,\mathrm{sinc}(q)=3\pi^2t\,\mathrm{sinc}(3q)\,\mathrm{sinc}(q) .$$
As $n$ grows, $q\to0$ and both sinc factors tend to $1$. These two limits are `hstep` and `hs`, `hsin` rewrites the sines, and the last step uses $(n+1)q=\pi/2$.

```lean
#print axioms OpenChainGap.openChain_standingWave
-- 'OpenChainGap.openChain_standingWave' depends on axioms: [propext, Classical.choice, Quot.sound]
#print axioms OpenChainGap.open_chain_gap
-- 'OpenChainGap.open_chain_gap' depends on axioms: [propext, Classical.choice, Quot.sound]
#print axioms OpenChainGap.gap_lower_bound
-- 'OpenChainGap.gap_lower_bound' depends on axioms: [propext, Classical.choice, Quot.sound]
#print axioms OpenChainGap.scaled_gap_tendsto
-- 'OpenChainGap.scaled_gap_tendsto' depends on axioms: [propext, Classical.choice, Quot.sound]
```
